# Deleting the last of two or more coupled levels strictly lowers the largest eigenvalue of a real symmetric tridiagonal matrix

A calculation of the linear Stark effect in the third shell of hydrogen that keeps only the s and p states gives an outermost slope of 3√6 ≈ 7.35 atomic units, where the full shell gives 9. The variational principle alone does not predict this loss. It says that a smaller basis cannot raise the largest eigenvalue, and it leaves open that the omitted state costs nothing. With decoupled levels that can indeed happen. It cannot happen when the matrix is real, symmetric and tridiagonal and every pair of neighbouring levels is coupled: deleting the last level then strictly lowers the largest eigenvalue, whatever the diagonal entries are.

In Lean 4 with Mathlib:

```lean
import Mathlib

open Matrix

namespace StarkTruncation

noncomputable section
```

## Largest eigenvalues and chains of levels

A real number ν is an eigenvalue of a real square matrix A if some nonzero real vector v satisfies

A v = ν v.

The largest eigenvalue is the greatest element of the set of all such ν. `IsTopEigenvalue A μ` says that μ belongs to this set and that no member exceeds it. Real vectors are enough here, because a real symmetric matrix has a complete set of real eigenvectors. The vectors need not be normalised.

```lean
/-- The number `μ` is the largest eigenvalue of the real matrix `A`. -/
def IsTopEigenvalue {n : ℕ} (A : Matrix (Fin n) (Fin n) ℝ) (μ : ℝ) : Prop :=
  IsGreatest {ν : ℝ | ∃ v : Fin n → ℝ, v ≠ 0 ∧ A *ᵥ v = ν • v} μ
```

Number the levels 0, 1, …, N − 1. Let aᵢ be the diagonal entry of level i, and let bᵢ be the coupling between levels i and i + 1. The matrix T then acts on a vector w as

(T w)ᵢ = bᵢ₋₁ wᵢ₋₁ + aᵢ wᵢ + bᵢ wᵢ₊₁,

where terms that refer to levels outside the chain are absent. In `jacobi N a b` the three conditional terms are the diagonal and the two neighbouring off-diagonals. The sequences `a` and `b` are defined for all natural numbers, but only the entries that fit into the matrix are used.

```lean
/-- The symmetric tridiagonal matrix of `N` levels with diagonal entries `a i` and
coupling `b i` between the levels `i` and `i + 1`. -/
def jacobi (N : ℕ) (a b : ℕ → ℝ) : Matrix (Fin N) (Fin N) ℝ :=
  Matrix.of fun i j => (if i = j then a i else 0) +
    (if (i : ℕ) + 1 = j then b i else 0) + (if (j : ℕ) + 1 = i then b j else 0)
```

Omitting the last level means keeping the matrix elements among all the others. For a matrix with levels 0 to n, the truncated matrix T′ has the entries

T′ᵢⱼ = Tᵢⱼ for i, j < n.

The function `Fin.castSucc` regards an index of the smaller basis as the same index of the larger one.

```lean
/-- Truncation of the basis: the last row and column are deleted. -/
def truncate {n : ℕ} (A : Matrix (Fin (n + 1)) (Fin (n + 1)) ℝ) : Matrix (Fin n) (Fin n) ℝ :=
  A.submatrix Fin.castSucc Fin.castSucc
```

## The third shell of hydrogen

In atomic units, a static field of strength F along z adds the energy F z to the electron's Hamiltonian. Within a degenerate shell, the first-order energy shifts are F times the eigenvalues of z restricted to that shell, so these eigenvalues are the linear Stark slopes. For magnetic quantum number m = 0 the third shell has one s, one p and one d state, with l = 0, 1, 2. In the comments of the code, "hydrogen n = 3" refers to the principal quantum number of this shell, whereas the index of the last level is 2. Parity removes the diagonal elements of z, and z connects only values of l that differ by one. The matrix therefore has the rows

(0, 3√6, 0), (3√6, 0, 3√3), (0, 3√3, 0).

The two numbers are the magnitudes of the s–p and p–d matrix elements of z. They enter the definition as given values and are not derived there from hydrogen wave functions. Both can be taken positive, because reversing the sign of a basis state changes the signs of its couplings but not the eigenvalues. The model leaves out fine structure and the mixing with other shells. In `starkThree` the level index is l.

```lean
/-- The matrix of `z` in atomic units for hydrogen `n = 3`, `m = 0`, in the basis s, p, d with the
signs of the states chosen so that both couplings are positive. -/
def starkThree : Matrix (Fin 3) (Fin 3) ℝ :=
  jacobi 3 (fun _ => 0) (fun l => if l = 0 then 3 * √6 else 3 * √3)
```

## The variational bound and when it is attained

The entry of T between levels i and i + 1 is bᵢ in either order, so

Tᵢⱼ = Tⱼᵢ.

The proof compares the two entries, separately on and off the diagonal.

```lean
/-- The tridiagonal matrix of coupled levels is symmetric. -/
theorem jacobi_isSymm (N : ℕ) (a b : ℕ → ℝ) : (jacobi N a b).IsSymm := by
  ext i j
  by_cases h : i = j
  · subst h; rfl
  · simp [jacobi, h, Ne.symm h, add_comm]
```

Now let A be any real symmetric matrix with largest eigenvalue λ, written `lam` in the code, and put B = λ 1 − A. Since B is symmetric, it has an orthonormal basis of eigenvectors uⱼ with B uⱼ = βⱼ uⱼ. For each of them

A uⱼ = (λ − βⱼ) uⱼ.

Thus λ − βⱼ is an eigenvalue of A and cannot exceed λ, which gives βⱼ ≥ 0. For every vector x it follows that

x·B x = Σⱼ βⱼ (uⱼ·x)² ≥ 0,

or equivalently x·A x ≤ λ x·x. If equality holds, every term of the sum vanishes, so B x = 0 and A x = λ x. A trial vector that attains the bound is therefore an eigenvector, unless it is zero.

The lemma states the inequality as positive semidefiniteness of B. Its proof applies the maximality of λ, `h.2`, to each vector of the eigenbasis, and `linarith` then extracts βⱼ ≥ 0. The equality case is taken from Mathlib when it is needed below.

```lean
/-- Variational principle: if `lam` is the largest eigenvalue of a real symmetric matrix `A`,
then `lam - A` is positive semidefinite. -/
theorem posSemidef_top_sub {n : ℕ} {A : Matrix (Fin n) (Fin n) ℝ} (hA : A.IsSymm) {lam : ℝ}
    (h : IsTopEigenvalue A lam) : (lam • (1 : Matrix (Fin n) (Fin n) ℝ) - A).PosSemidef := by
  have hB : (lam • (1 : Matrix (Fin n) (Fin n) ℝ) - A).IsHermitian := by
    rw [Matrix.IsHermitian, Matrix.conjTranspose_eq_transpose_of_trivial,
      Matrix.transpose_sub, Matrix.transpose_smul, Matrix.transpose_one, hA.eq]
  -- a negative eigenvalue of `lam - A` would give an eigenvalue of `A` above `lam`
  refine hB.posSemidef_iff_eigenvalues_nonneg.mpr fun j => ?_
  change 0 ≤ hB.eigenvalues j
  have hv := hB.mulVec_eigenvectorBasis j
  rw [Matrix.sub_mulVec, Matrix.smul_mulVec, Matrix.one_mulVec] at hv
  have hle := h.2 ⟨(hB.eigenvectorBasis j).ofLp,
    fun h0 => hB.eigenvectorBasis.orthonormal.ne_zero j (WithLp.ofLp_injective 2 h0),
    show _ = (lam - hB.eigenvalues j) • _ by rw [sub_smul, ← hv]; abel⟩
  linarith
```

## No amplitude on the last level means no amplitude at all

Let T have levels 0 to n with all couplings b₀, …, bₙ₋₁ nonzero. Suppose that T w = λ w and wₙ = 0, where λ may now be any real number. Row i + 1 of the eigenvalue equation reads

bᵢ wᵢ + aᵢ₊₁ wᵢ₊₁ + bᵢ₊₁ wᵢ₊₂ = λ wᵢ₊₁,

without the third term when i + 1 = n. If all components after wᵢ are already known to vanish, this leaves

bᵢ wᵢ = 0,

and bᵢ ≠ 0 gives wᵢ = 0. Starting from wₙ = 0, the argument descends to w₀, so w = 0.

In the code, `key` is an induction on the distance `k` from the end of the chain. The equation `hsum` reduces row i + 1 to the single product `b i * w i`: contributions from lower levels vanish because the matrix is tridiagonal, and those from higher levels vanish by the induction hypothesis. The last step cancels the nonzero coupling.

```lean
/-- If all neighbouring levels are coupled, a solution of the tridiagonal eigenvalue equation
with no amplitude on the last level vanishes. -/
theorem eq_zero_of_last_eq_zero {n : ℕ} {a b : ℕ → ℝ} (hb : ∀ i < n, b i ≠ 0) {lam : ℝ}
    {w : Fin (n + 1) → ℝ} (hw : jacobi (n + 1) a b *ᵥ w = lam • w)
    (hlast : w (Fin.last n) = 0) : w = 0 := by
  -- descend from the last level by the three-term recursion
  have key : ∀ k : ℕ, ∀ i : Fin (n + 1), n ≤ i + k → w i = 0 := by
    intro k
    induction k with
    | zero =>
      intro i hi
      have hi' := i.isLt
      rw [show i = Fin.last n from Fin.ext (by rw [Fin.val_last]; omega)]
      exact hlast
    | succ k ih =>
      intro i hi
      by_cases h : n ≤ i + k
      · exact ih i h
      have hj : (i : ℕ) + 1 < n + 1 := by omega
      have hsum : (jacobi (n + 1) a b *ᵥ w) ⟨i + 1, hj⟩ = b i * w i := by
        rw [Matrix.mulVec, dotProduct, Finset.sum_eq_single i]
        · congr 1
          simp only [jacobi, Matrix.of_apply, Fin.ext_iff]
          split_ifs <;> first | omega | simp
        · intro m _ hm
          rcases lt_or_gt_of_ne (fun e : (m : ℕ) = i => hm (Fin.ext e)) with hlt | hgt
          · have h0 : jacobi (n + 1) a b ⟨i + 1, hj⟩ m = 0 := by
              simp only [jacobi, Matrix.of_apply, Fin.ext_iff]
              split_ifs <;> first | omega | simp
            rw [h0, zero_mul]
          · rw [ih m (by omega), mul_zero]
        · simp
      have hnext : w ⟨i + 1, hj⟩ = 0 := ih _ (show n ≤ (i : ℕ) + 1 + k by omega)
      rw [hw, Pi.smul_apply, hnext, smul_zero] at hsum
      exact (mul_eq_zero.mp hsum.symm).resolve_left (hb i (by omega))
  exact funext fun i => key n i (by omega)
```

## Why the eigenvalue falls strictly

Let λ be the largest eigenvalue of T and μ that of T′. Choose a nonzero v with T′ v = μ v, and pad it with a zero on the deleted level:

w = (v₀, …, vₙ₋₁, 0).

The padding changes neither the norm nor the expectation value, so

w·w = v·v,

w·T w = v·T′ v = μ w·w.

Suppose that μ were not below λ. Then

w·(λ 1 − T) w = (λ − μ) w·w ≤ 0,

while the variational bound says that the left side is at least zero. It is therefore zero, and the equality case gives T w = λ w. But the last component of w is zero, so w = 0 by the recursion, and hence v = 0. This contradicts the choice of v, and μ < λ follows.

The theorem `truncate_top_lt` takes as hypotheses that `lam` and `μ` are the largest eigenvalues of the two matrices; it does not establish that such numbers exist. The full matrix has n + 1 levels. For n = 0 nothing remains after the deletion and no μ can satisfy the hypothesis, so the first case with content is a two-level matrix.

The condition `hb` asks for every coupling to be nonzero, and a nonzero coupling to the last level would not be enough. With diagonal entries 1, 0, 0 and couplings 0, 1/2, the largest eigenvalue is 1 both before and after the deletion, because its eigenvector sits entirely on level 0.

In the proof, `Fin.snoc` performs the padding, and `hww` and `hwA` are the two displayed identities. The call to `le_antisymm` combines the two opposite inequalities, and `hz` becomes the full eigenvalue equation to which `eq_zero_of_last_eq_zero` applies.

```lean
/-- Deleting the last row and column of a real symmetric tridiagonal matrix with nonzero couplings
and at least two rows strictly lowers its largest eigenvalue. -/
theorem truncate_top_lt {n : ℕ} {a b : ℕ → ℝ} (hb : ∀ i < n, b i ≠ 0) {lam μ : ℝ}
    (hlam : IsTopEigenvalue (jacobi (n + 1) a b) lam)
    (hμ : IsTopEigenvalue (truncate (jacobi (n + 1) a b)) μ) : μ < lam := by
  obtain ⟨v, hv, hev⟩ := hμ.1
  -- the truncated eigenvector, padded by zero, is a trial vector
  let w : Fin (n + 1) → ℝ := Fin.snoc (α := fun _ => ℝ) v 0
  have hww : w ⬝ᵥ w = v ⬝ᵥ v := by
    simp [w, dotProduct, Fin.sum_univ_castSucc]
  have hwA : w ⬝ᵥ jacobi (n + 1) a b *ᵥ w = μ * (w ⬝ᵥ w) := by
    have h1 : w ⬝ᵥ jacobi (n + 1) a b *ᵥ w = v ⬝ᵥ truncate (jacobi (n + 1) a b) *ᵥ v := by
      simp [w, dotProduct, Matrix.mulVec, Fin.sum_univ_castSucc, truncate]
    rw [h1, hev, dotProduct_smul, smul_eq_mul, hww]
  have hP := posSemidef_top_sub (jacobi_isSymm (n + 1) a b) hlam
  have hnn := hP.dotProduct_mulVec_nonneg w
  by_contra hlt
  have h0 : 0 ≤ w ⬝ᵥ w := Finset.sum_nonneg fun i _ => mul_self_nonneg _
  -- otherwise the trial vector attains the bound and solves the full eigenvalue equation
  have hz := (hP.dotProduct_mulVec_zero_iff w).mp (le_antisymm (by
    rw [star_trivial, Matrix.sub_mulVec, Matrix.smul_mulVec, Matrix.one_mulVec,
      dotProduct_sub, dotProduct_smul, smul_eq_mul, hwA]
    nlinarith [mul_nonneg (sub_nonneg.mpr (not_lt.mp hlt)) h0]) hnn)
  rw [Matrix.sub_mulVec, Matrix.smul_mulVec, Matrix.one_mulVec, sub_eq_zero] at hz
  have hw0 := eq_zero_of_last_eq_zero hb hz.symm (by simp [w])
  exact hv (funext fun i => by simpa [w] using congrFun hw0 i.castSucc)
```

## The slopes 9 and 3√6

For the full shell, the vector (√6, 3, √3) is an eigenvector with eigenvalue 9, since

3√6 · 3 = 9√6,

3√6 · √6 + 3√3 · √3 = 27,

3√3 · 3 = 9√3.

Normalised, it is (1/√3, 1/√2, 1/√6), so the d state carries one sixth of the probability.

To see that no eigenvalue is larger, let ν > 9 have an eigenvector (v₀, v₁, v₂). Its components obey

3√6 v₁ = ν v₀,

3√6 v₀ + 3√3 v₂ = ν v₁,

3√3 v₁ = ν v₂.

Multiplying the middle equation by ν and inserting the other two gives

(ν² − 81) v₁ = 0.

The bracket is positive, so v₁ = 0, and then v₀ = v₂ = 0, which is impossible for an eigenvector.

Without the d state, the vector (1, 1), normalised (1/√2, 1/√2), has eigenvalue 3√6. The same elimination gives

(ν² − 54) v₁ = 0,

which excludes every ν > 3√6.

The theorem states both values as largest eigenvalues. Its proof first writes the two matrices out explicitly, then supplies the eigenvectors, and finally carries out the eliminations with `linear_combination`. It is a direct computation that does not call the general theorem. The values agree with the strict inequality, since 54 < 81.

```lean
/-- For hydrogen `n = 3`, `m = 0` the largest linear Stark slope is `9` in atomic units, and
it becomes `3√6` when the d state is omitted. -/
theorem stark_three_slopes :
    IsTopEigenvalue starkThree 9 ∧ IsTopEigenvalue (truncate starkThree) (3 * √6) := by
  have h6 : √6 * √6 = (6 : ℝ) := Real.mul_self_sqrt (by norm_num)
  have h3 : √3 * √3 = (3 : ℝ) := Real.mul_self_sqrt (by norm_num)
  have p6 : 0 < √(6 : ℝ) := Real.sqrt_pos.mpr (by norm_num)
  have hs : starkThree = !![0, 3 * √6, 0; 3 * √6, 0, 3 * √3; 0, 3 * √3, 0] := by
    ext i j
    fin_cases i <;> fin_cases j <;> simp [starkThree, jacobi]
  have ht : truncate starkThree = !![0, 3 * √6; 3 * √6, 0] := by
    rw [hs]
    ext i j
    fin_cases i <;> fin_cases j <;> rfl
  rw [ht, hs]
  refine ⟨⟨⟨![√6, 3, √3], fun h => ?_, ?_⟩, ?_⟩, ⟨⟨![1, 1], fun h => ?_, ?_⟩, ?_⟩⟩
  · simpa using congrFun h 1
  · ext i
    fin_cases i <;> simp [Matrix.mulVec, dotProduct, Fin.sum_univ_three] <;> linarith
  · rintro ν ⟨v, hv, h⟩
    by_contra hlt
    have hν : 9 < ν := not_le.mp hlt
    have e0 : 3 * √6 * v 1 = ν * v 0 := by
      simpa [Matrix.mulVec, dotProduct, Fin.sum_univ_three] using congrFun h 0
    have e1 : 3 * √6 * v 0 + 3 * √3 * v 2 = ν * v 1 := by
      simpa [Matrix.mulVec, dotProduct, Fin.sum_univ_three] using congrFun h 1
    have e2 : 3 * √3 * v 1 = ν * v 2 := by
      simpa [Matrix.mulVec, dotProduct, Fin.sum_univ_three] using congrFun h 2
    -- eliminate the s and d amplitudes
    have e : (ν ^ 2 - 81) * v 1 = 0 := by
      linear_combination -ν * e1 - 3 * √6 * e0 - 3 * √3 * e2 + 9 * v 1 * h6 + 9 * v 1 * h3
    have hp : 0 < ν ^ 2 - 81 := by nlinarith
    have v1 := (mul_eq_zero.mp e).resolve_left hp.ne'
    have hν0 : ν ≠ 0 := by linarith
    rw [v1, mul_zero] at e0 e2
    have v0 := (mul_eq_zero.mp e0.symm).resolve_left hν0
    have v2 := (mul_eq_zero.mp e2.symm).resolve_left hν0
    exact hv (by funext i; fin_cases i; exacts [v0, v1, v2])
  · simpa using congrFun h 1
  · ext i
    fin_cases i <;> simp [Matrix.mulVec, dotProduct, Fin.sum_univ_two]
  · rintro ν ⟨v, hv, h⟩
    by_contra hlt
    have hν : 3 * √6 < ν := not_le.mp hlt
    have e0 : 3 * √6 * v 1 = ν * v 0 := by
      simpa [Matrix.mulVec, dotProduct, Fin.sum_univ_two] using congrFun h 0
    have e1 : 3 * √6 * v 0 = ν * v 1 := by
      simpa [Matrix.mulVec, dotProduct, Fin.sum_univ_two] using congrFun h 1
    have e : (ν ^ 2 - (3 * √6) ^ 2) * v 1 = 0 := by
      linear_combination -ν * e1 - 3 * √6 * e0
    have hp : 0 < ν ^ 2 - (3 * √6) ^ 2 := by nlinarith
    have v1 := (mul_eq_zero.mp e).resolve_left hp.ne'
    have hν0 : 0 < ν := by linarith
    rw [v1, mul_zero] at e0
    have v0 := (mul_eq_zero.mp e0.symm).resolve_left hν0.ne'
    exact hv (by funext i; fin_cases i; exacts [v0, v1])

end

end StarkTruncation
```

```lean
#print axioms StarkTruncation.truncate_top_lt
#print axioms StarkTruncation.stark_three_slopes
```

```
'StarkTruncation.truncate_top_lt' depends on axioms: [propext, Classical.choice, Quot.sound]
'StarkTruncation.stark_three_slopes' depends on axioms: [propext, Classical.choice, Quot.sound]
```

## The cutoff in a Stark calculation

In a numerical calculation, the truncation consists of diagonalising the upper left 2 × 2 block of the z matrix in place of the full 3 × 3 matrix. At a field of 10⁻⁴ atomic units, the first-order shift of the highest m = 0 component of the third shell is 9.00 × 10⁻⁴ hartree with the d state and about 7.35 × 10⁻⁴ hartree without it. For this isolated shell, treated to first order in the field, a basis without d functions thus underestimates the outermost shift by about 18 per cent. The relative error is the same at every field strength, because both shifts are proportional to F.
